# For a finite Hermitian Hamiltonian, the energy derivative of the kink matrix is the overlap of the kinked waves

Let $H$ be a Hermitian complex $n\times n$ matrix, the Hamiltonian in an orthonormal basis, and let $P$ be a complex $n\times m$ matrix whose columns are the states projected on. They need not be orthonormal. For real $E$, define

$$G(E)=(E-H)^{-1},\qquad K(E)=\bigl(P^\dagger G(E)P\bigr)^{-1},\qquad \varphi(E)=G(E)\,P\,K(E).$$

$G$ is the resolvent, $K$ the $m\times m$ kink matrix, and the $m$ columns of $\varphi$ are the kinked waves. An energy is called regular when both inverses exist. This forces $m\le n$ and linearly independent columns of $P$.

In the Lean file these objects are `green`, `kinkMatrix`, `kinkedWave` and `Regular`, and `shifted H E` is $E-H$. The dagger is `ᴴ`. The energy has type `ℝ` and is cast to `ℂ` inside the matrices, so $E-H$ is Hermitian and derivatives are taken along the real axis.

## Three identities at one energy, two at a pair

At every regular $E$,

$$P^\dagger\varphi=1,\qquad \varphi^\dagger(E-H)\varphi=K,\qquad \frac{dK}{dE}=\varphi^\dagger\varphi .$$

If $E'$ is regular too, then

$$(E-E')\,\varphi(E)^\dagger\varphi(E')=K(E)-K(E'),$$
$$(E-E')\,\varphi(E)^\dagger H\varphi(E')=E'K(E)-E\,K(E').$$

## Matrix elements on an energy mesh

A basis of $N$th-order muffin-tin orbitals (NMTOs) superposes kinked waves taken at a few mesh energies, and its overlap and Hamiltonian matrices need the products $\varphi(E)^\dagger\varphi(E')$ and $\varphi(E)^\dagger H\varphi(E')$. In the finite-matrix model treated here, $K$ at the mesh energies supplies these products for distinct energies, and $K$ together with $dK/dE$ supplies them for coinciding ones, where $\varphi^\dagger H\varphi=E\,dK/dE-K$.

The formulas also make a useful consistency check on code that computes $K$ and $\varphi$ separately. When two mesh energies lie very close together, the difference $K(E)-K(E')$ loses digits, and the explicit product of waves is the safer number.

## From the kink equation to the derivative

Multiply the definition of $\varphi$ by $E-H$, and separately by $P^\dagger$:

$$(E-H)\varphi(E)=(E-H)G(E)PK(E)=PK(E),$$
$$P^\dagger\varphi(E)=\bigl(P^\dagger G(E)P\bigr)K(E)=1.$$

The first line is the kink equation: $\varphi$ solves the Schrödinger equation except for a source in the span of the columns of $P$, with strength $K$. The adjoint of the second line is $\varphi(E)^\dagger P=1$. Together they give, at two regular energies,

$$\varphi(E)^\dagger(E'-H)\varphi(E')=\varphi(E)^\dagger P\,K(E')=K(E').$$

Setting $E'=E$ gives the second identity.

Now use Hermiticity. Since $E$ is real, $E-H$ is Hermitian, and so are $G(E)$, $P^\dagger G(E)P$ and $K(E)$. The adjoint of the kink equation is therefore $\varphi(E)^\dagger(E-H)=K(E)P^\dagger$, and

$$\varphi(E)^\dagger(E-H)\varphi(E')=K(E)P^\dagger\varphi(E')=K(E).$$

Subtracting the previous display cancels $H$ and leaves the overlap formula. For the Hamiltonian, write $\varphi(E)^\dagger H\varphi(E')=E'\varphi(E)^\dagger\varphi(E')-K(E')$ and multiply by $E-E'$:

$$E'\bigl(K(E)-K(E')\bigr)-(E-E')K(E')=E'K(E)-E\,K(E').$$

For the derivative, divide the overlap formula by $E-E'$ with $E'\neq E$:

$$\frac{K(E')-K(E)}{E'-E}=\varphi(E)^\dagger\varphi(E').$$

Determinants are continuous, so energies near a regular $E$ are regular. An inverse is the adjugate divided by the determinant, so $G$, $K$ and $\varphi$ are continuous at $E$. Letting $E'\to E$ gives $dK/dE=\varphi^\dagger\varphi$.

A shortcut that differentiates $\varphi^\dagger(E-H)\varphi=K$ while holding $\varphi$ fixed reaches the right answer for an incomplete reason. The neglected terms vanish because $P^\dagger\varphi$ keeps the constant value $1$ at all nearby energies, so that $\varphi^\dagger(E-H)\,d\varphi/dE=K\,P^\dagger d\varphi/dE=0$. Apply the same shortcut to the waves $\tilde\varphi=GP$, which lack this normalisation, and the sign comes out wrong: $\tilde\varphi^\dagger(E-H)\tilde\varphi=P^\dagger GP$ has derivative $-\tilde\varphi^\dagger\tilde\varphi$.

## The Lean file

```lean
import Mathlib

open Matrix Filter Topology

namespace KinkedWaves

noncomputable section

variable {n m : Type*} [Fintype n] [DecidableEq n] [Fintype m] [DecidableEq m]

/-- The matrix `E - H` at a real energy `E`. -/
def shifted (H : Matrix n n ℂ) (E : ℝ) : Matrix n n ℂ := (E : ℂ) • 1 - H

/-- The resolvent `G(E) = (E - H)⁻¹`, meaningful when `E - H` is invertible. -/
def green (H : Matrix n n ℂ) (E : ℝ) : Matrix n n ℂ := (shifted H E)⁻¹

/-- The kink matrix `K(E) = (P† G(E) P)⁻¹`, meaningful when both inverses exist. -/
def kinkMatrix (H : Matrix n n ℂ) (P : Matrix n m ℂ) (E : ℝ) : Matrix m m ℂ :=
  (Pᴴ * green H E * P)⁻¹

/-- The kinked waves `φ(E) = G(E) P K(E)`, one per column, meaningful when both
inverses exist. -/
def kinkedWave (H : Matrix n n ℂ) (P : Matrix n m ℂ) (E : ℝ) : Matrix n m ℂ :=
  green H E * P * kinkMatrix H P E

/-- An energy is regular when `E - H` and `P† G(E) P` are both invertible. -/
def Regular (H : Matrix n n ℂ) (P : Matrix n m ℂ) (E : ℝ) : Prop :=
  (shifted H E).det ≠ 0 ∧ (Pᴴ * green H E * P).det ≠ 0

variable {H : Matrix n n ℂ} {P : Matrix n m ℂ} {E E' : ℝ}

/-- The kink equation: `(E - H) φ(E) = P K(E)`. -/
theorem kink_equation (h : Regular H P E) :
    shifted H E * kinkedWave H P E = P * kinkMatrix H P E := by
  have hG : shifted H E * green H E = 1 :=
    Matrix.mul_nonsing_inv _ (isUnit_iff_ne_zero.mpr h.1)
  calc shifted H E * kinkedWave H P E
      = (shifted H E * green H E) * (P * kinkMatrix H P E) := by
        simp only [kinkedWave, Matrix.mul_assoc]
    _ = P * kinkMatrix H P E := by rw [hG, Matrix.one_mul]

/-- The kinked waves are normalised by their projections: `P† φ(E) = 1`. -/
theorem projection_eq_one (h : Regular H P E) : Pᴴ * kinkedWave H P E = 1 := by
  calc Pᴴ * kinkedWave H P E
      = (Pᴴ * green H E * P) * kinkMatrix H P E := by
        simp only [kinkedWave, Matrix.mul_assoc]
    _ = 1 := Matrix.mul_nonsing_inv _ (isUnit_iff_ne_zero.mpr h.2)

/-- For Hermitian `H` and real `E`, both `E - H` and the kink matrix are Hermitian. -/
theorem shifted_and_kink_hermitian (hH : H.IsHermitian) (P : Matrix n m ℂ) (E : ℝ) :
    (shifted H E)ᴴ = shifted H E ∧ (kinkMatrix H P E)ᴴ = kinkMatrix H P E := by
  have hs : (shifted H E)ᴴ = shifted H E := by
    simp [shifted, hH.eq]
  refine ⟨hs, ?_⟩
  simp only [kinkMatrix, green, Matrix.conjTranspose_nonsing_inv, Matrix.conjTranspose_mul,
    Matrix.conjTranspose_conjTranspose, hs, Matrix.mul_assoc]

/-- Between kinked waves of two energies, `φ(E)† (E' - H) φ(E') = K(E')`. -/
theorem energy_matrix (h : Regular H P E) (h' : Regular H P E') :
    (kinkedWave H P E)ᴴ * shifted H E' * kinkedWave H P E' = kinkMatrix H P E' := by
  have hp : (kinkedWave H P E)ᴴ * P = 1 := by
    simpa [Matrix.conjTranspose_mul] using congrArg Matrix.conjTranspose (projection_eq_one h)
  rw [Matrix.mul_assoc, kink_equation h', ← Matrix.mul_assoc, hp, Matrix.one_mul]

/-- For Hermitian `H`, the overlap of kinked waves at two regular energies, multiplied by the energy
difference, is a difference of kink matrices: `(E - E') φ(E)† φ(E') = K(E) - K(E')`. -/
theorem overlap_matrix (hH : H.IsHermitian) (h : Regular H P E) (h' : Regular H P E') :
    ((E : ℂ) - E') • ((kinkedWave H P E)ᴴ * kinkedWave H P E')
      = kinkMatrix H P E - kinkMatrix H P E' := by
  obtain ⟨hs, hK⟩ := shifted_and_kink_hermitian hH P E
  -- let `E - H` act to the left
  have h2 : (kinkedWave H P E)ᴴ * shifted H E * kinkedWave H P E' = kinkMatrix H P E := by
    have hk := congrArg Matrix.conjTranspose (kink_equation h)
    rw [Matrix.conjTranspose_mul, Matrix.conjTranspose_mul, hs, hK] at hk
    rw [hk, Matrix.mul_assoc, projection_eq_one h', Matrix.mul_one]
  calc ((E : ℂ) - E') • ((kinkedWave H P E)ᴴ * kinkedWave H P E')
      = (kinkedWave H P E)ᴴ * shifted H E * kinkedWave H P E'
        - (kinkedWave H P E)ᴴ * shifted H E' * kinkedWave H P E' := by
        simp only [shifted, Matrix.mul_sub, Matrix.sub_mul, Matrix.mul_smul,
          Matrix.smul_mul, Matrix.mul_one]
        rw [sub_smul]
        abel
    _ = kinkMatrix H P E - kinkMatrix H P E' := by rw [h2, energy_matrix h h']

/-- For Hermitian `H`, the Hamiltonian between kinked waves at two regular energies, multiplied by
the energy difference, is a combination of kink matrices: `(E - E') φ(E)† H φ(E') = E' K(E) - E
K(E')`. -/
theorem hamiltonian_matrix (hH : H.IsHermitian) (h : Regular H P E) (h' : Regular H P E') :
    ((E : ℂ) - E') • ((kinkedWave H P E)ᴴ * H * kinkedWave H P E')
      = (E' : ℂ) • kinkMatrix H P E - (E : ℂ) • kinkMatrix H P E' := by
  have h3 : (kinkedWave H P E)ᴴ * H * kinkedWave H P E'
      = (E' : ℂ) • ((kinkedWave H P E)ᴴ * kinkedWave H P E') - kinkMatrix H P E' := by
    rw [← energy_matrix h h']
    simp only [shifted, Matrix.mul_sub, Matrix.sub_mul, Matrix.mul_smul,
      Matrix.smul_mul, Matrix.mul_one]
    abel
  rw [h3, smul_sub, smul_comm, overlap_matrix hH h h', smul_sub, sub_smul]
  abel

/-- If a matrix family is continuous at `E` and invertible there, it is invertible at all nearby
energies and its inverse is continuous at `E`. -/
theorem continuousAt_inverse {A : ℝ → Matrix n n ℂ} (hA : ContinuousAt A E)
    (h : (A E).det ≠ 0) :
    (∀ᶠ t in 𝓝 E, (A t).det ≠ 0) ∧ ContinuousAt (fun t => (A t)⁻¹) E := by
  have cd : Continuous (fun M : Matrix n n ℂ => M.det) := continuous_id.matrix_det
  have ca : Continuous (fun M : Matrix n n ℂ => M.adjugate) := continuous_id.matrix_adjugate
  have hd : ContinuousAt (fun t => (A t).det) E := cd.continuousAt.comp hA
  have ha : ContinuousAt (fun t => (A t).adjugate) E := ca.continuousAt.comp hA
  refine ⟨hd.eventually_ne h, ?_⟩
  simp only [Matrix.inv_def, Ring.inverse_eq_inv']
  exact (hd.inv₀ h).smul ha

/-- Energies close to a regular energy are regular, and the kinked waves are continuous there. -/
theorem regular_nearby (h : Regular H P E) :
    (∀ᶠ t in 𝓝 E, Regular H P t) ∧ ContinuousAt (fun t => kinkedWave H P t) E := by
  have c1 : Continuous (fun t : ℝ => (t : ℂ) • (1 : Matrix n n ℂ)) :=
    Complex.continuous_ofReal.smul continuous_const
  have cS : Continuous (fun t : ℝ => shifted H t) := by
    unfold shifted
    exact c1.sub continuous_const
  have hS : ContinuousAt (fun t : ℝ => shifted H t) E := cS.continuousAt
  obtain ⟨nS, iS⟩ := continuousAt_inverse hS h.1
  have hG : ContinuousAt (fun t : ℝ => green H t) E := by
    unfold green
    exact iS
  have c2 : Continuous (fun M : Matrix n n ℂ => Pᴴ * M) :=
    continuous_const.matrix_mul continuous_id
  have cP : Continuous (fun M : Matrix n n ℂ => Pᴴ * M * P) :=
    c2.matrix_mul continuous_const
  -- products of arbitrary continuous families with the fixed `P`
  have sandwich : ∀ A : ℝ → Matrix n n ℂ, ContinuousAt A E →
      ContinuousAt (fun t => Pᴴ * A t * P) E := fun A hA =>
    ContinuousAt.comp (g := fun M : Matrix n n ℂ => Pᴴ * M * P) (f := A) cP.continuousAt hA
  have hB : ContinuousAt (fun t : ℝ => Pᴴ * green H t * P) E := sandwich _ hG
  obtain ⟨nB, iB⟩ := continuousAt_inverse hB h.2
  have hK : ContinuousAt (fun t : ℝ => kinkMatrix H P t) E := by
    unfold kinkMatrix
    exact iB
  have c3 : Continuous (fun q : Matrix n n ℂ × Matrix m m ℂ => q.1 * P) :=
    continuous_fst.matrix_mul continuous_const
  have cW : Continuous (fun q : Matrix n n ℂ × Matrix m m ℂ => q.1 * P * q.2) :=
    c3.matrix_mul continuous_snd
  have triple : ∀ (A : ℝ → Matrix n n ℂ) (B : ℝ → Matrix m m ℂ), ContinuousAt A E →
      ContinuousAt B E → ContinuousAt (fun t => A t * P * B t) E := fun A B hA hB' =>
    ContinuousAt.comp (g := fun q : Matrix n n ℂ × Matrix m m ℂ => q.1 * P * q.2)
      (f := fun t => (A t, B t)) cW.continuousAt (hA.prodMk hB')
  constructor
  · unfold Regular
    exact nS.and nB
  · unfold kinkedWave
    exact triple _ _ hG hK

/-- For Hermitian `H`, at a regular energy the kinked waves satisfy `P† φ = 1`, `φ† (E - H) φ = K`
and, entry by entry, `dK/dE = φ† φ`. -/
theorem kinked_wave_identities (hH : H.IsHermitian) (h : Regular H P E) :
    Pᴴ * kinkedWave H P E = 1 ∧
    (kinkedWave H P E)ᴴ * shifted H E * kinkedWave H P E = kinkMatrix H P E ∧
    ∀ i j, HasDerivAt (fun t : ℝ => kinkMatrix H P t i j)
      (((kinkedWave H P E)ᴴ * kinkedWave H P E) i j) E := by
  refine ⟨projection_eq_one h, energy_matrix h h, fun i j => ?_⟩
  obtain ⟨hreg, hcont⟩ := regular_nearby h
  have c4 : Continuous (fun M : Matrix n m ℂ => (kinkedWave H P E)ᴴ * M) :=
    continuous_const.matrix_mul continuous_id
  have cM : Continuous (fun M : Matrix n m ℂ => ((kinkedWave H P E)ᴴ * M) i j) :=
    c4.matrix_elem i j
  have hc : ContinuousAt (fun t : ℝ => ((kinkedWave H P E)ᴴ * kinkedWave H P t) i j) E :=
    cM.continuousAt.comp hcont
  -- the difference quotient of `K` is the overlap of waves at two energies
  rw [hasDerivAt_iff_tendsto_slope]
  refine (hc.tendsto.mono_left nhdsWithin_le_nhds).congr' ?_
  filter_upwards [self_mem_nhdsWithin, nhdsWithin_le_nhds hreg] with t ht hrt
  have ht' : t ≠ E := ht
  have hne : (t : ℂ) - E ≠ 0 := sub_ne_zero.mpr (by exact_mod_cast ht')
  have ho := congrFun (congrFun (overlap_matrix hH h hrt) i) j
  simp only [Matrix.smul_apply, Matrix.sub_apply, smul_eq_mul] at ho
  simp only [slope, vsub_eq_sub, Complex.real_smul, Complex.ofReal_inv, Complex.ofReal_sub]
  rw [eq_inv_mul_iff_mul_eq₀ hne]
  linear_combination -ho

/-- The two-site Hamiltonian with unit hopping and zero on-site energies. -/
def dimer : Matrix (Fin 2) (Fin 2) ℂ := !![0, 1; 1, 0]

/-- The single column that selects the first of two sites. -/
def firstSite : Matrix (Fin 2) (Fin 1) ℂ := !![1; 0]

/-- The two-site Hamiltonian with unit hopping is Hermitian and, projected on its first site,
regular at every real energy other than `0` and `±1`. -/
theorem kinked_wave_identities_witness (E : ℝ) (h0 : E ≠ 0) (h1 : E ^ 2 ≠ 1) :
    dimer.IsHermitian ∧ Regular dimer firstSite E := by
  have hE : (E : ℂ) ≠ 0 := by exact_mod_cast h0
  have hD : (E : ℂ) ^ 2 - 1 ≠ 0 := sub_ne_zero.mpr (by exact_mod_cast h1)
  have hdet : (shifted dimer E).det = (E : ℂ) ^ 2 - 1 := by
    simp [shifted, dimer, Matrix.det_fin_two]
    ring
  have hB : (firstSiteᴴ * green dimer E * firstSite).det = ((E : ℂ) ^ 2 - 1)⁻¹ * E := by
    rw [green, Matrix.inv_def, hdet, Ring.inverse_eq_inv', Matrix.adjugate_fin_two]
    simp [shifted, dimer, firstSite, Matrix.mul_apply, Fin.sum_univ_two]
  refine ⟨?_, ?_, ?_⟩
  · ext i j
    fin_cases i <;> fin_cases j <;> simp [dimer]
  · rw [hdet]
    exact hD
  · rw [hB]
    exact mul_ne_zero (inv_ne_zero hD) hE

end

end KinkedWaves
```

```lean
#print axioms KinkedWaves.hamiltonian_matrix
-- 'KinkedWaves.hamiltonian_matrix' depends on axioms: [propext, Classical.choice, Quot.sound]
#print axioms KinkedWaves.kinked_wave_identities
-- 'KinkedWaves.kinked_wave_identities' depends on axioms: [propext, Classical.choice, Quot.sound]
```

## How the proof takes the limit

`kink_equation` and `projection_eq_one` are the first two displays of the derivation, each using one half of `Regular`. `energy_matrix` combines them at two regular energies. `shifted_and_kink_hermitian` supplies the adjoints, with which `overlap_matrix` lets $E-H$ act to the left and subtracts. `hamiltonian_matrix` follows by the same algebra as above.

`continuousAt_inverse` proves the statement about determinants and adjugates for a general matrix family. `regular_nearby` applies it twice, first to $E-H$ and then to $P^\dagger GP$, and concludes that $\varphi$ is continuous.

The derivative in `kinked_wave_identities` turns on `hasDerivAt_iff_tendsto_slope`. This Mathlib lemma says that a function has derivative $f'$ at $E$ exactly when its difference quotient tends to $f'$ as the variable approaches $E$ without being equal to it. No rule for differentiating an inverse matrix is needed, because the overlap formula already identifies the quotient. The proof starts from the continuity of $\varphi(E)^\dagger\varphi(t)$, where `t` plays the part of $E'$, and uses `congr'` to replace this function by the difference quotient. The two have to agree only for `t` near $E$ and different from it, and `filter_upwards` provides just those facts: `t` is not $E$, and `t` is regular. The closing `linear_combination -ho` reverses the sign of both differences in the overlap formula.

## Regular energies, eigenvalues and real muffin-tin orbitals

In words, `kinked_wave_identities` says: if $H$ is Hermitian and $E$ is regular for $H$ and $P$, then $P^\dagger\varphi=1$, $\varphi^\dagger(E-H)\varphi=K$, and for all `i` and `j` the entry $K_{ij}$, as a function of real energy, is differentiable at $E$ with derivative $(\varphi^\dagger\varphi)_{ij}$. The index types `n` and `m` are arbitrary finite types.

Regularity is assumed, and it has a physical meaning. The first condition keeps $E$ away from the eigenvalues of $H$. The second excludes energies at which some nonzero coefficient vector $c$ gives $P^\dagger GPc=0$. When the columns of $P$ are linearly independent, this means that a nonzero source $Pc$ produces a response $GPc$ orthogonal to every column of $P$. Lean assigns the value zero to the inverse of a singular matrix, so `green` carries its intended meaning only under the first condition, and `kinkMatrix` only under both.

`kinked_wave_identities_witness` shows that the assumptions are satisfiable. For two sites with unit hopping, projected on the first site, every real energy except $0$ and $\pm1$ is regular. By hand,

$$K=E-\frac1E,\qquad \varphi=\begin{pmatrix}1\\ 1/E\end{pmatrix},\qquad \frac{dK}{dE}=1+\frac1{E^2}=\varphi^\dagger\varphi .$$

The example also shows a restriction that matters to a solver. The expression $E-1/E$ passes smoothly through zero at $E=\pm1$, the eigenvalues of the dimer, and a code that looks for energies where the continued kink matrix is singular is looking for such points. There $E-H$ has no inverse, so $K$ as defined here does not exist, and the theorems apply near these energies but not at them.

The kinked waves of NMTO theory are functions in space, built from solutions of radial equations and screened spherical waves, with kinks at sphere boundaries. The file treats their finite-matrix analogue, with a fixed, energy-independent $H$ and $P$. It contains neither the construction of those functions nor the interpolation over the mesh, and it gives no estimate of truncation or rounding errors.
